# Explicit Euler for a finite-dimensional Hermitian H: n times the gain in squared norm tends to T²‖Hψ‖²

With ħ = 1, propagate a state ψ under the Schrödinger equation to a fixed time T in n explicit Euler steps of size T/n, and call the result ψₙ. For a time-independent Hermitian H on a finite-dimensional space,

n(‖ψₙ‖² − ‖ψ‖²) → T²‖Hψ‖² as n → ∞.

For a unit eigenvector of energy E the limit is T²E². Moreover, keeping the gain in squared norm at or below ε > 0 takes at least T²‖Hψ‖²/ε steps.

## The step in a calculation

With ħ = 1, the Schrödinger equation i dψ/dt = Hψ gives the Euler step of size h

ψ ↦ ψ − ihHψ.

In an orthonormal basis, ψ is a coefficient vector c and H a Hermitian matrix. The program forms Hc and replaces c by c − ih(Hc), so n steps cost n matrix-vector products. For a unit eigenvector with E = −0.5 hartree and T = 100 atomic units, T²E² = 2500, and ε = 0.01 requires at least 250,000 steps.

## One energy

If Hψ = Eψ with E real, each step multiplies ψ by 1 − ihE, and |1 − ihE|² = 1 + h²E². Hence

‖ψₙ‖² = (1 + h²E²)ⁿ‖ψ‖².

For ψ ≠ 0 and fixed h ≠ 0 and E ≠ 0 this grows without bound in n; the file states the formula and leaves that consequence to the reader.

Now set h = T/n and a = T²E², so that h²E² = a/n². Bernoulli's inequality gives (1 + a/n²)ⁿ ≥ 1 + a/n. In the other direction, 1 + x ≤ eˣ gives (1 + a/n²)ⁿ ≤ exp(a/n). Multiplying 1 − y ≤ e⁻ʸ by eʸ gives eʸ − 1 ≤ y eʸ, which we use at y = a/n. Together, for n ≥ 1,

a ≤ n((1 + a/n²)ⁿ − 1) ≤ a exp(a/n).

The right side tends to a, so the middle does too.

## Any state

Let bᵢ be an orthonormal eigenbasis with energies Eᵢ, and let wᵢ = |⟨bᵢ,ψ⟩|² be the populations. Each amplitude is multiplied by 1 − ihEᵢ per step, so

n(‖ψₙ‖² − ‖ψ‖²) = Σᵢ n((1 + T²Eᵢ²/n²)ⁿ − 1) wᵢ.

Since ⟨bᵢ,Hψ⟩ = Eᵢ⟨bᵢ,ψ⟩, we have ‖Hψ‖² = Σᵢ Eᵢ²wᵢ. Taking the limit term by term gives T²‖Hψ‖². The lower bound, summed over i, gives

T²‖Hψ‖² ≤ n(‖ψₙ‖² − ‖ψ‖²) for n ≥ 1.

If the gain is at most ε, the right side is at most nε, so n ≥ T²‖Hψ‖²/ε.

## Reading the Lean statements

`V` is the complex state space, `eulerStep H h` is one step, and `(eulerStep H h)^[n]` is n steps. `H.IsSymmetric` says ⟨Hx,y⟩ = ⟨x,Hy⟩, which is Hermiticity. `Tendsto … atTop (𝓝 …)` is the limit n → ∞.

`norm_excess_tendsto` is the limit for any ψ, normalised or not, and any real T. `steps_needed` is the lower bound on n. It is a necessary condition on the norm alone: it promises neither that so many steps suffice nor that the phases are accurate. `eigenvector_excess_tendsto` needs neither finite dimension nor Hermiticity, only a unit eigenvector with real eigenvalue. Rounding error is absent from the model.

## The file

```lean
import Mathlib

open Filter Topology
open scoped InnerProductSpace

namespace ExplicitEulerNormExcess

noncomputable section

variable {V : Type*} [NormedAddCommGroup V] [InnerProductSpace ℂ V]

/-- One explicit Euler step of size `h` for the Schrödinger equation `i dψ/dt = H ψ`. -/
def eulerStep (H : V →ₗ[ℂ] V) (h : ℝ) (ψ : V) : V :=
  ψ - (Complex.I * h) • H ψ

/-- The Euler amplification factor at real energy `E` has squared modulus `1 + h² E²`. -/
theorem norm_sq_factor (h E : ℝ) :
    ‖(1 - Complex.I * h * E : ℂ)‖ ^ 2 = 1 + h ^ 2 * E ^ 2 := by
  rw [← Complex.normSq_eq_norm_sq, Complex.normSq_apply]
  simp
  ring

/-- On an eigenvector of real energy `E`, `n` Euler steps of size `h` multiply the squared
norm by `(1 + h² E²)ⁿ`. -/
theorem norm_sq_eigenvector {H : V →ₗ[ℂ] V} {ψ : V} {E : ℝ}
    (hψ : H ψ = (E : ℂ) • ψ) (h : ℝ) (n : ℕ) :
    ‖(eulerStep H h)^[n] ψ‖ ^ 2 = (1 + h ^ 2 * E ^ 2) ^ n * ‖ψ‖ ^ 2 := by
  -- every step multiplies the eigenvector by the same complex number
  have key : (eulerStep H h)^[n] ψ = (1 - Complex.I * h * E : ℂ) ^ n • ψ := by
    induction n with
    | zero => simp
    | succ n ih =>
      rw [Function.iterate_succ_apply', ih, eulerStep, map_smul, hψ]
      module
  rw [key, norm_smul, mul_pow, norm_pow, ← pow_mul, mul_comm n 2, pow_mul, norm_sq_factor]

/-- For `a ≥ 0` and `n ≥ 1`, the scaled excess `n ((1 + a/n²)ⁿ - 1)` lies between `a` and
`a exp(a/n)`. -/
theorem scaled_excess_bounds {a : ℝ} (ha : 0 ≤ a) {n : ℕ} (hn : 0 < n) :
    a ≤ n * ((1 + a / (n : ℝ) ^ 2) ^ n - 1) ∧
      n * ((1 + a / (n : ℝ) ^ 2) ^ n - 1) ≤ a * Real.exp (a / n) := by
  have hn' : (0 : ℝ) < n := by exact_mod_cast hn
  have hx : 0 ≤ a / (n : ℝ) ^ 2 := by positivity
  have h4 : (n : ℝ) * (a / n) = a := by field_simp
  have h5 : (n : ℝ) * (a / (n : ℝ) ^ 2) = a / n := by field_simp
  constructor
  · -- Bernoulli's inequality
    have h1 := one_add_mul_le_pow (show (-2 : ℝ) ≤ a / (n : ℝ) ^ 2 by linarith) n
    rw [h5] at h1
    calc a = n * (a / n) := h4.symm
      _ ≤ _ := mul_le_mul_of_nonneg_left (by linarith) hn'.le
  · -- compare with the exponential, then use `exp y - 1 ≤ y exp y`
    have h2 : (1 + a / (n : ℝ) ^ 2) ^ n ≤ Real.exp (a / n) := by
      calc (1 + a / (n : ℝ) ^ 2) ^ n ≤ Real.exp (a / (n : ℝ) ^ 2) ^ n :=
            pow_le_pow_left₀ (by positivity)
              (by linarith [Real.add_one_le_exp (a / (n : ℝ) ^ 2)]) n
        _ = Real.exp (a / n) := by rw [← Real.exp_nat_mul, h5]
    have h3 := mul_le_mul_of_nonneg_right (Real.add_one_le_exp (-(a / n)))
      (Real.exp_pos (a / n)).le
    rw [← Real.exp_add, neg_add_cancel, Real.exp_zero] at h3
    calc n * ((1 + a / (n : ℝ) ^ 2) ^ n - 1) ≤ n * (a / n * Real.exp (a / n)) :=
          mul_le_mul_of_nonneg_left (by linarith) hn'.le
      _ = a * Real.exp (a / n) := by rw [← mul_assoc, h4]

/-- For `a ≥ 0`, the scaled excess `n ((1 + a/n²)ⁿ - 1)` tends to `a`. -/
theorem scaled_excess_tendsto {a : ℝ} (ha : 0 ≤ a) :
    Tendsto (fun n : ℕ => (n : ℝ) * ((1 + a / (n : ℝ) ^ 2) ^ n - 1)) atTop (𝓝 a) := by
  have hup : Tendsto (fun n : ℕ => a * Real.exp (a / n)) atTop (𝓝 a) := by
    have h := ((Real.continuous_exp.tendsto 0).comp
      (tendsto_const_div_atTop_nhds_zero_nat a)).const_mul a
    rw [Real.exp_zero, mul_one] at h
    exact h
  refine tendsto_of_tendsto_of_tendsto_of_le_of_le' tendsto_const_nhds hup ?_ ?_
  · filter_upwards [eventually_gt_atTop 0] with n hn using (scaled_excess_bounds ha hn).1
  · filter_upwards [eventually_gt_atTop 0] with n hn using (scaled_excess_bounds ha hn).2

/-- For a unit eigenvector of real energy `E` propagated to time `T` in `n` Euler steps,
`n` times the excess of the squared norm over 1 tends to `T² E²`. -/
theorem eigenvector_excess_tendsto {H : V →ₗ[ℂ] V} {ψ : V} {E : ℝ}
    (hψ : H ψ = (E : ℂ) • ψ) (hunit : ‖ψ‖ = 1) (T : ℝ) :
    Tendsto (fun n : ℕ => (n : ℝ) * (‖(eulerStep H (T / n))^[n] ψ‖ ^ 2 - 1))
      atTop (𝓝 (T ^ 2 * E ^ 2)) := by
  refine (scaled_excess_tendsto (show 0 ≤ T ^ 2 * E ^ 2 by positivity)).congr fun n => ?_
  have hb : 1 + (T / n) ^ 2 * E ^ 2 = 1 + T ^ 2 * E ^ 2 / (n : ℝ) ^ 2 := by ring
  rw [norm_sq_eigenvector hψ, hunit, hb, one_pow, mul_one]

/-- The squared norm of a state is the sum of its populations in an orthonormal basis. -/
theorem sum_populations {ι : Type*} [Fintype ι] (b : OrthonormalBasis ι ℂ V) (x : V) :
    ‖x‖ ^ 2 = ∑ i, ‖⟪b i, x⟫_ℂ‖ ^ 2 := by
  rw [← b.repr.norm_map x, EuclideanSpace.norm_sq_eq]
  simp only [b.repr_apply_apply]

/-- For Hermitian `H`, `n` Euler steps multiply the amplitude of a state along an eigenvector
`b` of real energy `E` by `(1 - i h E)ⁿ`. -/
theorem amplitude_euler {H : V →ₗ[ℂ] V} (hH : H.IsSymmetric) {b : V} {E : ℝ}
    (hb : H b = (E : ℂ) • b) (h : ℝ) (n : ℕ) (ψ : V) :
    ⟪b, (eulerStep H h)^[n] ψ⟫_ℂ = (1 - Complex.I * h * E) ^ n * ⟪b, ψ⟫_ℂ := by
  induction n with
  | zero => simp
  | succ n ih =>
    rw [Function.iterate_succ_apply', eulerStep, inner_sub_right, inner_smul_right,
      ← hH b, hb, inner_smul_left, Complex.conj_ofReal, ih]
    ring

variable [FiniteDimensional ℂ V]

/-- For Hermitian `H` in finite dimension and any `ψ` there are real numbers `w i ≥ 0` and `E i`
with `‖H ψ‖² = ∑ E i² w i` such that, for all real `T` and every `n`, `n` times the gain in squared
norm after `n` Euler steps of size `T/n` is `∑ n ((1 + T² E i²/n²)ⁿ - 1) w i`. -/
theorem excess_decomposition {H : V →ₗ[ℂ] V} (hH : H.IsSymmetric) (ψ : V) :
    ∃ w E : Fin (Module.finrank ℂ V) → ℝ, (∀ i, 0 ≤ w i) ∧
      ‖H ψ‖ ^ 2 = ∑ i, E i ^ 2 * w i ∧
      ∀ (T : ℝ) (n : ℕ), (n : ℝ) * (‖(eulerStep H (T / n))^[n] ψ‖ ^ 2 - ‖ψ‖ ^ 2) =
        ∑ i, (n : ℝ) * ((1 + T ^ 2 * E i ^ 2 / (n : ℝ) ^ 2) ^ n - 1) * w i := by
  let b := hH.eigenvectorBasis rfl
  let E := hH.eigenvalues rfl
  have hb : ∀ i, H (b i) = (E i : ℂ) • b i := fun i => hH.apply_eigenvectorBasis rfl i
  refine ⟨fun i => ‖⟪b i, ψ⟫_ℂ‖ ^ 2, E, fun i => by positivity, ?_, fun T n => ?_⟩
  · rw [sum_populations b (H ψ)]
    refine Finset.sum_congr rfl fun i _ => ?_
    rw [← hH (b i), hb, inner_smul_left, Complex.conj_ofReal, norm_mul, mul_pow,
      Complex.norm_real, Real.norm_eq_abs, sq_abs]
  · -- each population grows by its own factor
    rw [sum_populations b ((eulerStep H (T / n))^[n] ψ), sum_populations b ψ,
      ← Finset.sum_sub_distrib, Finset.mul_sum]
    refine Finset.sum_congr rfl fun i _ => ?_
    have hf := norm_sq_factor (T / n) (E i)
    have hc : 1 + (T / n) ^ 2 * E i ^ 2 = 1 + T ^ 2 * E i ^ 2 / (n : ℝ) ^ 2 := by ring
    rw [amplitude_euler hH (hb i), norm_mul, mul_pow, norm_pow, ← pow_mul, mul_comm n 2,
      pow_mul, hf, hc]
    ring

/-- For Hermitian `H` in finite dimension and any state `ψ` propagated to time `T` in `n` Euler
steps, `n` times the gain in squared norm tends to `T² ‖H ψ‖²`. -/
theorem norm_excess_tendsto {H : V →ₗ[ℂ] V} (hH : H.IsSymmetric) (ψ : V) (T : ℝ) :
    Tendsto (fun n : ℕ => (n : ℝ) * (‖(eulerStep H (T / n))^[n] ψ‖ ^ 2 - ‖ψ‖ ^ 2))
      atTop (𝓝 (T ^ 2 * ‖H ψ‖ ^ 2)) := by
  obtain ⟨w, E, -, hE, hsum⟩ := excess_decomposition hH ψ
  simp only [hsum T]
  rw [hE, Finset.mul_sum]
  refine tendsto_finsetSum _ fun i _ => ?_
  rw [← mul_assoc]
  exact (scaled_excess_tendsto (show 0 ≤ T ^ 2 * E i ^ 2 by positivity)).mul_const (w i)

/-- For Hermitian `H` in finite dimension, if `n ≥ 1` Euler steps to time `T` raise the squared
norm by at most `ε > 0`, then `n` is at least `T² ‖H ψ‖² / ε`. -/
theorem steps_needed {H : V →ₗ[ℂ] V} (hH : H.IsSymmetric) (ψ : V) (T : ℝ) {n : ℕ}
    (hn : 0 < n) {ε : ℝ} (hε : 0 < ε)
    (herr : ‖(eulerStep H (T / n))^[n] ψ‖ ^ 2 - ‖ψ‖ ^ 2 ≤ ε) :
    T ^ 2 * ‖H ψ‖ ^ 2 / ε ≤ n := by
  obtain ⟨w, E, hw, hE, hsum⟩ := excess_decomposition hH ψ
  rw [div_le_iff₀ hε]
  refine le_trans ?_ (mul_le_mul_of_nonneg_left herr (Nat.cast_nonneg n))
  rw [hsum T n, hE, Finset.mul_sum]
  refine Finset.sum_le_sum fun i _ => ?_
  rw [← mul_assoc]
  exact mul_le_mul_of_nonneg_right
    (scaled_excess_bounds (show 0 ≤ T ^ 2 * E i ^ 2 by positivity) hn).1 (hw i)

end

end ExplicitEulerNormExcess
```

```lean
#print axioms ExplicitEulerNormExcess.eigenvector_excess_tendsto
-- 'ExplicitEulerNormExcess.eigenvector_excess_tendsto' depends on axioms: [propext, Classical.choice, Quot.sound]
#print axioms ExplicitEulerNormExcess.norm_excess_tendsto
-- 'ExplicitEulerNormExcess.norm_excess_tendsto' depends on axioms: [propext, Classical.choice, Quot.sound]
#print axioms ExplicitEulerNormExcess.steps_needed
-- 'ExplicitEulerNormExcess.steps_needed' depends on axioms: [propext, Classical.choice, Quot.sound]
```

## How the lemmas fit together

`norm_sq_factor` computes |1 − ihE|², and `norm_sq_eigenvector` applies it after an induction on the number of steps. `scaled_excess_bounds` contains the two scalar inequalities: `one_add_mul_le_pow` is Bernoulli, and `Real.add_one_le_exp` serves twice for the upper bound. `scaled_excess_tendsto` squeezes between them for n > 0, and `eigenvector_excess_tendsto` substitutes a = T²E².

For a general state, `sum_populations` writes the squared norm as a sum over a basis. `amplitude_euler` follows one amplitude by induction, using symmetry to move H onto the eigenvector. `excess_decomposition` takes Mathlib's eigenbasis of H and combines these into the weighted sum above, with `w i` and `E i` as the populations and energies.

The two final theorems both start from that sum. `norm_excess_tendsto` passes to the limit in each term through `tendsto_finsetSum`; `steps_needed` applies the lower scalar bound to each term through `Finset.sum_le_sum`, where `w i ≥ 0` preserves the inequality.
